# Real powers of the PAW overlap operator for orthonormal projector vectors and strengths above −1

For orthonormal vectors $\eta_i\in\mathbb C^n$ and real channel strengths $o_i>-1$, the PAW overlap operator $1+\sum_i o_i\,\eta_i\eta_i^\dagger$ has real powers in closed form:

$$S(a)=1+\sum_i\bigl((1+o_i)^a-1\bigr)\,\eta_i\eta_i^\dagger,\qquad a\in\mathbb R .$$

They should satisfy $S(a)S(b)=S(a+b)$, and each should be positive definite. The generalized eigenproblem $Hx=e\,S(1)x$ should then be the same as the ordinary one, $S(-1/2)\,H\,S(-1/2)\,y=e\,y$, with $y=S(1/2)x$. I can see roughly why this works, but I would like a rigorous version, checked by machine in Lean 4. Where do orthonormality and the bound $o_i>-1$ enter?

## Each channel carries a positive number

All three claims hold under exactly those hypotheses, for any complex $n\times n$ matrix $H$ and any complex $e$. The bound on the strengths is also sharp: for orthonormal $\eta_i$, the overlap $S(1)$ is positive definite if and only if every $o_i>-1$.

Write $P_i=\eta_i\eta_i^\dagger$ and $\lambda_i=1+o_i>0$. Orthonormality gives

$$P_iP_j=\eta_i(\eta_i^\dagger\eta_j)\eta_j^\dagger=\delta_{ij}P_i .$$

For real strengths $c_i$ and $d_i$, only the diagonal terms of the double sum survive:

$$\Bigl(1+\sum_i c_iP_i\Bigr)\Bigl(1+\sum_j d_jP_j\Bigr)=1+\sum_i(c_i+d_i+c_id_i)P_i .$$

Since $c_i+d_i+c_id_i=(1+c_i)(1+d_i)-1$, the choice $c_i=\lambda_i^a-1$, $d_i=\lambda_i^b-1$ gives strengths $\lambda_i^a\lambda_i^b-1=\lambda_i^{a+b}-1$. This is the group law. Putting $a=0$ and $a=1$ into the definition gives $S(0)=1$ and $S(1)=1+\sum_i o_iP_i$, so $S(-a)$ is the inverse of $S(a)$.

The strengths are real and $P_i^\dagger=P_i$, so $S(a)$ is Hermitian. Therefore

$$(S(a)x)^\dagger S(b)y=x^\dagger S(a)S(b)y=x^\dagger S(a+b)y .$$

Replacing both exponents by $a/2$ and setting $y=x$ gives $x^\dagger S(a)x=\lVert S(a/2)x\rVert^2$. For $x\neq0$ this is strictly positive, because $S(a/2)$ is invertible.

For the sharpness of the bound, apply the overlap to a projector vector: $S(1)\eta_i=(1+o_i)\eta_i$. Hence $\eta_i^\dagger S(1)\eta_i=1+o_i$, and positive definiteness forces $o_i>-1$.

For the eigenproblem, set $R=S(1/2)$ and $T=S(-1/2)$, so that $TR=RT=1$ and $R^2=S(1)$. With $y=Rx$,

$$THTy=THTRx=THx .$$

If $Hx=eR^2x$, then $THx=eTR^2x=eRx=ey$. Conversely, if $THx=eRx$, multiplying by $R$ gives $Hx=eR^2x=eS(1)x$.

In the smallest non-trivial case, $n=1$ with one channel, $\eta$ is a phase and $S(a)=(1+o)^a$. The group law is then the law of exponents. With no channels at all, $S(a)=1$ and the two eigenproblems are identical.

Orthogonality matters even if every vector is normalised. Take $n=1$, $\eta_1=\eta_2=1$ and $o_1=o_2=3$. Then $S(a)=2\cdot4^a-1$, so $S(1/2)^2=9$ while $S(1)=7$, and $S(-1/2)=0$. With $H=7$, the generalized problem has the eigenvalue $e=1$, but the transformed matrix is $0$.

## The complete Lean file

```lean
import Mathlib

open Matrix
open scoped ComplexOrder

namespace PAWOverlap

noncomputable section

variable {n ι : Type*} [Fintype n] [DecidableEq n] [Fintype ι] [DecidableEq ι]

/-- The projector vectors `η i` are orthonormal in the standard inner product of `ℂⁿ`. -/
def IsOrthonormalFamily (η : ι → n → ℂ) : Prop :=
  ∀ i j, star (η i) ⬝ᵥ η j = if i = j then 1 else 0

/-- The outer product `v v†`. -/
def proj (v : n → ℂ) : Matrix n n ℂ := vecMulVec v (star v)

/-- The PAW overlap operator `1 + ∑ i, c i η_i η_i†` with real channel strengths `c i`. -/
def overlap (η : ι → n → ℂ) (c : ι → ℝ) : Matrix n n ℂ :=
  1 + ∑ i, (c i : ℂ) • proj (η i)

/-- The operator `S(a) = 1 + ∑ i, ((1 + o i)^a - 1) η_i η_i†`. -/
def overlapPow (η : ι → n → ℂ) (o : ι → ℝ) (a : ℝ) : Matrix n n ℂ :=
  overlap η (fun i => (1 + o i) ^ a - 1)

/-- The product of two overlap operators with the same orthonormal projector vectors is again
one, with channel strengths `c + d + c d`. -/
theorem overlap_mul {η : ι → n → ℂ} (h : IsOrthonormalFamily η) (c d : ι → ℝ) :
    overlap η c * overlap η d = overlap η (fun i => c i + d i + c i * d i) := by
  -- the outer products are mutually orthogonal projectors
  have hP : ∀ i j, proj (η i) * proj (η j) = if i = j then proj (η i) else 0 := by
    intro i j
    have entry : ∀ a b, (proj (η i) * proj (η j)) a b
        = η i a * (star (η i) ⬝ᵥ η j) * star (η j) b := by
      intro a b
      simp only [proj, Matrix.mul_apply, Matrix.vecMulVec_apply, dotProduct,
        Finset.mul_sum, Finset.sum_mul]
      exact Finset.sum_congr rfl fun k _ => by ring
    ext a b
    rw [entry, h i j]
    by_cases hij : i = j
    · subst hij
      simp [proj, Matrix.vecMulVec_apply]
    · simp [hij]
  -- hence only the diagonal terms of the double sum survive
  have key : (∑ i, (c i : ℂ) • proj (η i)) * (∑ j, (d j : ℂ) • proj (η j))
      = ∑ i, ((c i * d i : ℝ) : ℂ) • proj (η i) := by
    rw [Finset.sum_mul]
    refine Finset.sum_congr rfl fun i _ => ?_
    rw [Finset.mul_sum, Finset.sum_eq_single i]
    · rw [smul_mul_smul_comm, hP, if_pos rfl, Complex.ofReal_mul]
    · intro j _ hj
      rw [smul_mul_smul_comm, hP, if_neg (Ne.symm hj), smul_zero]
    · intro hi
      exact absurd (Finset.mem_univ i) hi
  have split : ∑ i, ((c i + d i + c i * d i : ℝ) : ℂ) • proj (η i)
      = ∑ i, (c i : ℂ) • proj (η i) + ∑ i, (d i : ℂ) • proj (η i)
        + ∑ i, ((c i * d i : ℝ) : ℂ) • proj (η i) := by
    simp only [Complex.ofReal_add, add_smul, Finset.sum_add_distrib]
  simp only [overlap]
  rw [split, ← key, add_mul, one_mul, mul_add, mul_one]
  abel

omit [Fintype n] [DecidableEq ι] in
/-- The overlap operator is Hermitian. -/
theorem overlap_conjTranspose (η : ι → n → ℂ) (c : ι → ℝ) :
    (overlap η c)ᴴ = overlap η c := by
  rw [overlap, Matrix.conjTranspose_add, Matrix.conjTranspose_one, Matrix.conjTranspose_sum]
  congr 1
  refine Finset.sum_congr rfl fun i _ => ?_
  ext a b
  simp only [Matrix.conjTranspose_apply, Matrix.smul_apply, proj, Matrix.vecMulVec_apply,
    Pi.star_apply, smul_eq_mul, star_mul', Complex.star_def, Complex.conj_ofReal,
    Complex.conj_conj]
  ring

/-- Each projector vector `η i` is multiplied by `1 + c i` under the overlap operator. -/
theorem overlap_mulVec {η : ι → n → ℂ} (h : IsOrthonormalFamily η) (c : ι → ℝ) (i : ι) :
    overlap η c *ᵥ η i = ((1 + c i : ℝ) : ℂ) • η i := by
  have h' : ∀ i j, star (η i) ⬝ᵥ η j = if i = j then 1 else 0 := h
  have hp : ∀ j, ((c j : ℂ) • proj (η j)) *ᵥ η i
      = ((c j : ℂ) * (star (η j) ⬝ᵥ η i)) • η j := by
    intro j
    ext a
    simp only [Matrix.mulVec, dotProduct, proj, Matrix.smul_apply, Matrix.vecMulVec_apply,
      Pi.smul_apply, smul_eq_mul, Finset.mul_sum, Finset.sum_mul]
    exact Finset.sum_congr rfl fun k _ => by ring
  have hs : (∑ j, (c j : ℂ) • proj (η j)) *ᵥ η i
      = ∑ j, ((c j : ℂ) • proj (η j)) *ᵥ η i := by
    ext a
    simp only [Matrix.mulVec, dotProduct, Matrix.sum_apply, Finset.sum_apply, Finset.sum_mul]
    exact Finset.sum_comm
  rw [overlap, Matrix.add_mulVec, Matrix.one_mulVec, hs]
  simp only [hp, h', mul_ite, mul_one, mul_zero, ite_smul, zero_smul, Finset.sum_ite_eq',
    Finset.mem_univ, if_true]
  rw [Complex.ofReal_add, Complex.ofReal_one, add_smul, one_smul]

omit [Fintype n] [DecidableEq ι] in
/-- `S(0)` is the identity and `S(1)` is the overlap operator with strengths `o`. -/
theorem overlapPow_zero_one (η : ι → n → ℂ) (o : ι → ℝ) :
    overlapPow η o 0 = 1 ∧ overlapPow η o 1 = overlap η o := by
  constructor
  · simp [overlapPow, overlap]
  · simp only [overlapPow, Real.rpow_one, add_sub_cancel_left]

/-- The group law `S(a) S(b) = S(a + b)` for all real exponents. -/
theorem overlapPow_mul {η : ι → n → ℂ} (h : IsOrthonormalFamily η) {o : ι → ℝ}
    (ho : ∀ i, -1 < o i) (a b : ℝ) :
    overlapPow η o a * overlapPow η o b = overlapPow η o (a + b) := by
  unfold overlapPow
  rw [overlap_mul h]
  congr 1
  funext i
  have hpos : 0 < 1 + o i := by linarith [ho i]
  simp only [Real.rpow_add hpos]
  ring

/-- Inner products of transformed states: `⟨S(a) x, S(b) y⟩ = ⟨x, S(a + b) y⟩`. -/
theorem overlapPow_inner {η : ι → n → ℂ} (h : IsOrthonormalFamily η) {o : ι → ℝ}
    (ho : ∀ i, -1 < o i) (a b : ℝ) (x y : n → ℂ) :
    star (overlapPow η o a *ᵥ x) ⬝ᵥ (overlapPow η o b *ᵥ y)
      = star x ⬝ᵥ (overlapPow η o (a + b) *ᵥ y) := by
  have hH : (overlapPow η o a)ᴴ = overlapPow η o a := overlap_conjTranspose _ _
  rw [Matrix.star_mulVec, hH, ← Matrix.dotProduct_mulVec, Matrix.mulVec_mulVec,
    overlapPow_mul h ho]

/-- Every real power `S(a)` of the overlap operator is positive definite. -/
theorem overlapPow_posDef {η : ι → n → ℂ} (h : IsOrthonormalFamily η) {o : ι → ℝ}
    (ho : ∀ i, -1 < o i) (a : ℝ) : (overlapPow η o a).PosDef := by
  refine Matrix.posDef_iff_dotProduct_mulVec.mpr ⟨overlap_conjTranspose _ _, ?_⟩
  intro x hx
  -- the quadratic form `x† S(a) x` is the squared norm of `S(a/2) x`
  have key := overlapPow_inner h ho (a / 2) (a / 2) x x
  rw [add_halves] at key
  have hy : overlapPow η o (a / 2) *ᵥ x ≠ 0 := by
    intro h0
    apply hx
    calc x = overlapPow η o (-(a / 2)) *ᵥ (overlapPow η o (a / 2) *ᵥ x) := by
          rw [Matrix.mulVec_mulVec, overlapPow_mul h ho, neg_add_cancel,
            (overlapPow_zero_one η o).1, Matrix.one_mulVec]
      _ = 0 := by rw [h0, Matrix.mulVec_zero]
  rw [← key]
  exact lt_of_le_of_ne (dotProduct_star_self_nonneg _)
    (fun h0 => hy (dotProduct_star_self_eq_zero.mp h0.symm))

/-- The overlap operator is positive definite exactly when every channel strength
exceeds `-1`. -/
theorem overlap_posDef_iff {η : ι → n → ℂ} (h : IsOrthonormalFamily η) (o : ι → ℝ) :
    (overlap η o).PosDef ↔ ∀ i, -1 < o i := by
  constructor
  · intro hS i
    have hii : star (η i) ⬝ᵥ η i = 1 := by rw [h i i, if_pos rfl]
    have hne : η i ≠ 0 := by
      intro h0
      rw [h0] at hii
      simp at hii
    -- test positivity on the projector vector itself
    have hpos := hS.dotProduct_mulVec_pos hne
    rw [overlap_mulVec h, dotProduct_smul, hii, smul_eq_mul, mul_one] at hpos
    have hreal : 0 < 1 + o i := by exact_mod_cast hpos
    linarith
  · intro ho
    rw [← (overlapPow_zero_one η o).2]
    exact overlapPow_posDef h ho 1

/-- The generalized PAW eigenvalue equation `H x = e S(1) x` holds exactly when
`S(-1/2) H S(-1/2) y = e y` for the transformed state `y = S(1/2) x`. -/
theorem generalized_eigen_iff {η : ι → n → ℂ} (h : IsOrthonormalFamily η) {o : ι → ℝ}
    (ho : ∀ i, -1 < o i) (H : Matrix n n ℂ) (e : ℂ) {x y : n → ℂ}
    (hy : y = overlapPow η o (1 / 2) *ᵥ x) :
    H *ᵥ x = e • (overlapPow η o 1 *ᵥ x) ↔
      (overlapPow η o (-1 / 2) * H * overlapPow η o (-1 / 2)) *ᵥ y = e • y := by
  subst hy
  have hm : overlapPow η o (-1 / 2) * overlapPow η o (1 / 2) = 1 := by
    rw [overlapPow_mul h ho, show (-1 / 2 : ℝ) + 1 / 2 = 0 by norm_num,
      (overlapPow_zero_one η o).1]
  have hp : overlapPow η o (1 / 2) * overlapPow η o (-1 / 2) = 1 := mul_eq_one_comm.mp hm
  have hh : overlapPow η o (1 / 2) * overlapPow η o (1 / 2) = overlapPow η o 1 := by
    rw [overlapPow_mul h ho, add_halves]
  generalize overlapPow η o (-1 / 2) = T at *
  generalize overlapPow η o (1 / 2) = R at *
  -- the inner factors cancel on the transformed state
  have hT : (T * H * T) *ᵥ (R *ᵥ x) = T *ᵥ (H *ᵥ x) := by
    rw [Matrix.mulVec_mulVec, Matrix.mulVec_mulVec, mul_assoc (T * H), hm, mul_one]
  rw [hT]
  constructor
  · intro hx
    rw [hx, Matrix.mulVec_smul, ← hh, Matrix.mulVec_mulVec, ← mul_assoc, hm, one_mul]
  · intro hx
    calc H *ᵥ x = R *ᵥ (T *ᵥ (H *ᵥ x)) := by
          rw [Matrix.mulVec_mulVec, hp, Matrix.one_mulVec]
      _ = e • (overlapPow η o 1 *ᵥ x) := by
          rw [hx, Matrix.mulVec_smul, Matrix.mulVec_mulVec, hh]

/-- The vectors `(3/5, 4i/5, 0)` and `(4i/5, 3/5, 0)` in `ℂ³` are orthonormal, and the strengths
`-1/2` and `3` both exceed `-1`. -/
theorem overlap_witness :
    IsOrthonormalFamily (![![3 / 5, 4 / 5 * Complex.I, 0], ![4 / 5 * Complex.I, 3 / 5, 0]] :
      Fin 2 → Fin 3 → ℂ) ∧ ∀ i, -1 < (![-1 / 2, 3] : Fin 2 → ℝ) i := by
  constructor
  · have dot : ∀ a b c d : ℂ, star (![a, b, 0] : Fin 3 → ℂ) ⬝ᵥ ![c, d, 0]
        = star a * c + star b * d := by
      intro a b c d
      simp [dotProduct, Fin.sum_univ_succ]
    have hc3 : star (3 / 5 : ℂ) = 3 / 5 := by
      rw [← starRingEnd_apply, map_div₀, map_ofNat, map_ofNat]
    have hc4 : star (4 / 5 * Complex.I) = -(4 / 5 * Complex.I) := by
      rw [← starRingEnd_apply, map_mul, map_div₀, map_ofNat, map_ofNat, Complex.conj_I]
      ring
    -- the four inner products
    have h11 : star (![3 / 5, 4 / 5 * Complex.I, 0] : Fin 3 → ℂ) ⬝ᵥ
        ![3 / 5, 4 / 5 * Complex.I, 0] = 1 := by
      rw [dot, hc3, hc4]
      linear_combination (-(16 / 25) : ℂ) * Complex.I_sq
    have h12 : star (![3 / 5, 4 / 5 * Complex.I, 0] : Fin 3 → ℂ) ⬝ᵥ
        ![4 / 5 * Complex.I, 3 / 5, 0] = 0 := by
      rw [dot, hc3, hc4]
      ring
    have h21 : star (![4 / 5 * Complex.I, 3 / 5, 0] : Fin 3 → ℂ) ⬝ᵥ
        ![3 / 5, 4 / 5 * Complex.I, 0] = 0 := by
      rw [dot, hc3, hc4]
      ring
    have h22 : star (![4 / 5 * Complex.I, 3 / 5, 0] : Fin 3 → ℂ) ⬝ᵥ
        ![4 / 5 * Complex.I, 3 / 5, 0] = 1 := by
      rw [dot, hc3, hc4]
      linear_combination (-(16 / 25) : ℂ) * Complex.I_sq
    intro i j
    fin_cases i <;> fin_cases j
    · exact h11.trans (if_pos rfl).symm
    · exact h12.trans (if_neg (by decide)).symm
    · exact h21.trans (if_neg (by decide)).symm
    · exact h22.trans (if_pos rfl).symm
  · intro i
    fin_cases i <;> norm_num

end

end PAWOverlap
```

```lean
#print axioms PAWOverlap.overlap_mul
#print axioms PAWOverlap.overlap_posDef_iff
#print axioms PAWOverlap.generalized_eigen_iff
```

```
'PAWOverlap.overlap_mul' depends on axioms: [propext, Classical.choice, Quot.sound]
'PAWOverlap.overlap_posDef_iff' depends on axioms: [propext, Classical.choice, Quot.sound]
'PAWOverlap.generalized_eigen_iff' depends on axioms: [propext, Classical.choice, Quot.sound]
```

## How the Lean statements describe the physics

A state is a function `n → ℂ` on a finite index type `n`, and the channels are labelled by a finite type `ι`. The expression `star x ⬝ᵥ y` is $x^\dagger y$, conjugate-linear in its first argument. `IsOrthonormalFamily η` says that these products equal $\delta_{ij}$ for the projector vectors. `proj v` is the outer product $vv^\dagger$.

`overlap η c` is the operator with arbitrary real strengths `c`, and `overlapPow η o a` is $S(a)$, defined by its explicit formula. That this formula behaves as a power is the content of `overlapPow_zero_one` and `overlapPow_mul`. The hypothesis `∀ i, -1 < o i` stands for positivity of the norm: in PAW, $x^\dagger S(1)x$ represents the squared norm of the all-electron state belonging to the pseudo-state $x$, and for $x=\eta_i$ it equals $1+o_i$. The expression $x^\dagger S(1)x$ is equal to that squared norm if the partial-wave expansion of the pseudo-state is complete inside non-overlapping augmentation spheres. With a truncated expansion the two may differ, so the bound has to be checked.

`PosDef` means Hermitian with $x^\dagger Mx>0$ for every $x\neq0$. In the order on $\mathbb C$ used here, that inequality says that the number is real and positive.

In `generalized_eigen_iff`, `H` need not be Hermitian and `x` may be zero. Since $S(1/2)$ is invertible, $y$ vanishes only when $x$ does, so genuine eigenvectors correspond to genuine eigenvectors.

The model is finite-dimensional, and it takes the form of the overlap as given instead of deriving it from the PAW transformation. PAW projectors are generally not orthonormal, and their overlap coefficients form a Hermitian matrix that need not be diagonal. In finite dimension, diagonalising the whole correction $S(1)-1$ and keeping the eigenvectors with non-zero eigenvalue brings it to the form used here, with the $\eta_i$ as combinations of the original projectors; that reduction is left to ordinary linear algebra and is not part of the file.

For electronic-structure calculations in a finite orthonormal basis with such a diagonalised overlap, the result gives the symmetric (Löwdin) orthogonalisation explicitly: $S(-1/2)$ has strengths $1/\sqrt{1+o_i}-1$, and no $n\times n$ matrix square root has to be computed.

## How the proof follows the algebra

`overlap_mul` carries the main calculation. Its step `hP` is $P_iP_j=\delta_{ij}P_i$, obtained entry by entry by pulling out the inner product $\eta_i^\dagger\eta_j$. The step `key` collapses the double sum, with `Finset.sum_eq_single` selecting the term $j=i$. The step `split` separates the strengths $c_i+d_i+c_id_i$ into three sums, and `abel` matches them with the expanded product.

`overlapPow_mul` applies this to the strengths $\lambda_i^a-1$ and $\lambda_i^b-1$. The bound on `o` supplies $\lambda_i>0$, which `Real.rpow_add` needs for $\lambda_i^{a+b}=\lambda_i^a\lambda_i^b$; `ring` does the remaining algebra.

`overlap_conjTranspose` proves Hermiticity, and `overlapPow_inner` combines it with the group law to move $S(a)$ across the inner product. `overlapPow_posDef` then uses both exponents equal to $a/2$. Its `calc` block recovers $x$ by applying $S(-a/2)$ to $S(a/2)x$, so a non-zero $x$ cannot be sent to zero, and the squared norm is strictly positive.

`overlap_mulVec` proves that $\eta_i$ is an eigenvector of the overlap with eigenvalue $1+c_i$. In `overlap_posDef_iff`, the forward direction tests positivity on $\eta_i$, and `exact_mod_cast` turns the resulting complex inequality into a real one. The reverse direction is `overlapPow_posDef` at $a=1$.

In `generalized_eigen_iff`, the facts `hm`, `hp` and `hh` are $TR=1$, $RT=1$ and $R^2=S(1)$. The two `generalize` lines introduce the names `T` and `R`, and `hT` is the cancellation $THTRx=THx$. The two directions of the equivalence then multiply by $T$ and by $R$, as in the derivation above.

Finally, `overlap_witness` exhibits a concrete case with complex entries: the vectors $(3/5,\,4i/5,\,0)$ and $(4i/5,\,3/5,\,0)$ in $\mathbb C^3$ are orthonormal, and the strengths $-1/2$ and $3$ satisfy the bound. The overlap multiplies these two vectors by $1/2$ and $4$.
